# With the rest energy removed, the Dirac 1s energy of one electron and a fixed point nucleus lies Z⁴/(2c²(1+γ)²) hartree below the Schrödinger one, with γ = √(1 − Z²/c²)

The lemma `lowering_eq` compares two 1s energies of one electron in the field of a fixed point nucleus of charge Z. In atomic units, with c the speed of light, they are the Schrödinger value −Z²/2 and the Dirac value c²γ − c², from which the rest energy c² has been removed. Both energies enter as closed formulas, with γ = √(1 − Z²/c²); neither is derived from its wave equation. For real c and Z with 0 < c and 0 ≤ Z ≤ c, the lemma states that the first minus the second is exactly Z⁴/(2c²(1+γ)²), though the formulas are meant as 1s energies only for Z > 0. The proof writes Z² as c²(1 − γ²) and Z⁴ as the square of that, clears the denominator, and leaves a polynomial identity in c and γ to `ring`.

As first written in Lean, the proof fails:

```lean
import Mathlib

open Filter Topology

namespace LoweringEq

noncomputable section

/-- The Dirac exponent `γ = √(1 - Z²/c²)` of the 1s shell, for `c ≠ 0` and `|Z| ≤ |c|`. -/
def gamma (c Z : ℝ) : ℝ := √(1 - Z ^ 2 / c ^ 2)

/-- The hydrogen-like 1s energy of the Schrödinger equation, in hartree, for `0 < Z`. -/
def schrodingerEnergy (Z : ℝ) : ℝ := -Z ^ 2 / 2

/-- The hydrogen-like 1s energy of the Dirac equation without the rest energy `c²`, for `0 < Z ≤ c`.
-/
def diracEnergy (c Z : ℝ) : ℝ := c ^ 2 * gamma c Z - c ^ 2

/-- The relativistic lowering: the Schrödinger 1s energy minus the Dirac 1s energy, for `0 < Z ≤ c`.
-/
def lowering (c Z : ℝ) : ℝ := schrodingerEnergy Z - diracEnergy c Z

/-- The Dirac exponent lies between 0 and 1. -/
theorem gamma_mem (c Z : ℝ) : 0 ≤ gamma c Z ∧ gamma c Z ≤ 1 := by
  refine ⟨Real.sqrt_nonneg _, Real.sqrt_le_iff.mpr ⟨by norm_num, ?_⟩⟩
  have h : 0 ≤ Z ^ 2 / c ^ 2 := by positivity
  linarith

/-- For `0 < c` and `0 ≤ Z ≤ c` the Dirac exponent satisfies `c²γ² = c² - Z²`. -/
theorem gamma_sq {c Z : ℝ} (hc : 0 < c) (hZ : 0 ≤ Z) (hZc : Z ≤ c) :
    c ^ 2 * gamma c Z ^ 2 = c ^ 2 - Z ^ 2 := by
  have h : Z ^ 2 / c ^ 2 ≤ 1 := by
    rw [div_le_one (by positivity)]
    exact pow_le_pow_left₀ hZ hZc 2
  have hc2 : c ^ 2 ≠ 0 := by positivity
  rw [gamma, Real.sq_sqrt (by linarith), mul_sub, mul_one, mul_div_cancel₀ _ hc2]

/-- For `0 < c` and `0 ≤ Z ≤ c` the lowering equals `Z⁴ / (2c²(1+γ)²)`. -/
theorem lowering_eq {c Z : ℝ} (hc : 0 < c) (hZ : 0 ≤ Z) (hZc : Z ≤ c) :
    lowering c Z = Z ^ 4 / (2 * c ^ 2 * (1 + gamma c Z) ^ 2) := by
  have hg := (gamma_mem c Z).1
  have h2 : Z ^ 2 = c ^ 2 * (1 - gamma c Z ^ 2) := by
    linear_combination -gamma_sq hc hZ hZc
  have h4 : Z ^ 4 = (c ^ 2 * (1 - gamma c Z ^ 2)) ^ 2 := by
    rw [← h2]; ring
  rw [eq_div_iff (by positivity), h4, lowering, schrodingerEnergy, diracEnergy, h2]
  ring

end

end LoweringEq
```

Lean reports:

```
Main.lean:43:4: error: ring failed, ring expressions not equal
c Z : ℝ
hc : 0 < c
hZ : 0 ≤ Z
hZc : Z ≤ c
hg : 0 ≤ gamma c Z
⊢ Z ^ 2 * 2 - c ^ 2 * 2 + c ^ 2 * gamma c Z ^ 2 * 2 = 0
```

As a diff, the version that Lean accepts:

```diff
@@ -41,5 +41,5 @@
   have hg := (gamma_mem c Z).1
   have h2 : Z ^ 2 = c ^ 2 * (1 - gamma c Z ^ 2) := by
-    linear_combination -gamma_sq hc hZ hZc
+    linear_combination gamma_sq hc hZ hZc
   have h4 : Z ^ 4 = (c ^ 2 * (1 - gamma c Z ^ 2)) ^ 2 := by
     rw [← h2]; ring
```

Diagnosis. The error comes from the step `h2`, which should derive Z² = c²(1 − γ²) from `gamma_sq`, that is, from c²γ² = c² − Z². The tactic `linear_combination` subtracts the two sides of the given equation, here `gamma_sq` with its coefficient, from those of the goal, and `ring` must then show that what remains is zero.

Here left side minus right side is the same expression for the goal and for `gamma_sq`, namely Z² − c² + c²γ². The equation is therefore needed with coefficient +1. The attempt gave it a minus sign, so the two expressions added up instead of cancelling. The message shows the result: twice that expression, which `ring` cannot prove to be zero, since it works by algebra alone and does not use the relation between γ, Z and c.

The diff removes the minus sign. The difference then cancels identically, and `h2` is proved.
